# Scattering-path operators for finitely many sites: the sum to T and the equation of motion when every 1 − V_i G is invertible

## Do the τ_ij built from T satisfy the equations a multiple-scattering code solves?

In a multiple-scattering calculation for a cluster of atoms, I compute a t-matrix t_i for each site, assemble a linear system from the t_i and the propagator G between different sites, and solve it for the scattering-path operators τ_ij. The system is

τ_ij = δ_ij t_i + t_i G ∑_{k≠i} τ_kj

I then treat τ_ij as the part of the total T-matrix in which the first collision is at site j and the last at site i, so that the sum over all i and j gives T. I would like to see both properties derived from an explicit definition of τ_ij, with operator ordering respected, and checked by machine. Where does the invertibility of the single-site problem enter?

## Deriving both properties from the Lippmann–Schwinger equations

Yes, both follow by algebra, and invertibility enters at exactly one point, the transposition of the single-site equation. Let V_i be the potential of site i, with finitely many sites, and let V = ∑_i V_i. G is the free propagator at a fixed energy. Assume

T = V + V G T

T = V + T G V

t_i = V_i + V_i G t_i

and that every 1 − V_i G is invertible. Define

τ_ij = δ_ij V_i + V_i W V_j, with W = G + G T G.

**Transposing the single-site equation.** The equation for t_i says (1 − V_i G) t_i = V_i. The candidate V_i + t_i G V_i gives the same product:

(1 − V_i G)(V_i + t_i G V_i) = V_i − V_i G V_i + V_i G V_i = V_i

Cancelling the invertible factor gives t_i = V_i + t_i G V_i, or t_i G V_i = t_i − V_i.

**Summing the paths.** Summation over the site of the last collision uses the first equation for T:

∑_k τ_kj = V_j + (V + V G T) G V_j = (1 + T G) V_j

Summation over the site of the first collision uses the second:

∑_k τ_ik = V_i + V_i G (V + T G V) = V_i (1 + G T)

Summing the last line over i gives V + V G T = T.

**The equation of motion.** Remove the term k = i from the first sum and multiply by t_i G on the left:

t_i G ∑_{k≠i} τ_kj = t_i W V_j − t_i G τ_ij

By the transposed equation,

t_i G τ_ij = δ_ij (t_i − V_i) + (t_i − V_i) W V_j

The terms t_i W V_j cancel, leaving

t_i G ∑_{k≠i} τ_kj = −δ_ij (t_i − V_i) + V_i W V_j

Adding δ_ij t_i produces τ_ij. The mirrored calculation gives

τ_ij = δ_ij t_i + (∑_{k≠j} τ_ik) G t_j

It uses V_j G t_j = t_j − V_j, which is the original single-site equation, so it needs no invertibility.

**Separating the first and last collisions.** Inserting the mirrored equation into the sum over k ≠ i gives

τ_ij = δ_ij t_i + (1 − δ_ij) t_i G t_j + t_i G (∑_{k≠i} ∑_{l≠j} τ_kl) G t_j

The direct term t_i G t_j occurs only between different sites, because repeated scattering at one site is already contained in t_i.

**Two sites by hand.** Label the sites 0 and 1, with one orbital each, unit potentials, on-site propagator 1/2 and inter-site propagator 1/4. Each single-site t-matrix has the value 1/(1 − 1/2) = 2. Writing τ_00 and τ_10 for the only nonzero matrix elements of these operators, the equation of motion reads

τ_00 = 2 + 2 · (1/4) · τ_10

τ_10 = 2 · (1/4) · τ_00

Hence τ_00 = 8/3 and τ_10 = 4/3. These form the first column of T = (1 − G)⁻¹, as they should, since V is the identity here.

Here is the complete Lean file.

```lean
import Mathlib

open Finset

namespace ScatteringPathOperator

variable {R ι : Type*} [Ring R] [Fintype ι] [DecidableEq ι]

/-- The scattering-path operator from site `j` to site `i`, built from the site potentials `V`,
the free propagator `G` and the total T-matrix `T`. -/
def pathOperator (V : ι → R) (G T : R) (i j : ι) : R :=
  (if i = j then V i else 0) + V i * (G + G * T * G) * V j

/-- If `1 - v G` is invertible, a single-site t-matrix with `t = v + v G t` also satisfies
the transposed equation `t = v + t G v`. -/
theorem single_site_transposed (v G t : R) (hu : IsUnit (1 - v * G))
    (ht : t = v + v * G * t) : t = v + t * G * v := by
  have h : (1 - v * G) * t = v := by
    rw [sub_mul, one_mul]
    exact sub_eq_of_eq_add ht
  -- both sides agree after multiplication by the invertible factor
  apply hu.mul_left_cancel
  calc (1 - v * G) * t = v := h
    _ = (1 - v * G) * v + v * G * v := by noncomm_ring
    _ = (1 - v * G) * v + ((1 - v * G) * t) * G * v := by rw [h]
    _ = (1 - v * G) * (v + t * G * v) := by noncomm_ring

/-- Summed over the site of the last collision, the path operators give `(1 + T G) V_j`. -/
theorem sum_last_site (V : ι → R) (G T : R)
    (hT : T = ∑ i, V i + (∑ i, V i) * G * T) (j : ι) :
    ∑ k, pathOperator V G T k j = (1 + T * G) * V j := by
  have h : (∑ i, V i) * (G + G * T * G) = T * G := by
    calc (∑ i, V i) * (G + G * T * G)
        = (∑ i, V i + (∑ i, V i) * G * T) * G := by noncomm_ring
      _ = T * G := by rw [← hT]
  simp only [pathOperator, Finset.sum_add_distrib, ← Finset.sum_mul,
    Finset.sum_ite_eq', Finset.mem_univ, if_true]
  rw [h, add_mul, one_mul]

/-- Summed over the site of the first collision, the path operators give `V_i (1 + G T)`. -/
theorem sum_first_site (V : ι → R) (G T : R)
    (hT' : T = ∑ i, V i + T * G * ∑ i, V i) (i : ι) :
    ∑ k, pathOperator V G T i k = V i * (1 + G * T) := by
  have h : (G + G * T * G) * (∑ i, V i) = G * T := by
    calc (G + G * T * G) * (∑ i, V i)
        = G * (∑ i, V i + T * G * ∑ i, V i) := by noncomm_ring
      _ = G * T := by rw [← hT']
  simp only [pathOperator, Finset.sum_add_distrib, ← Finset.mul_sum,
    Finset.sum_ite_eq, Finset.mem_univ, if_true]
  rw [mul_assoc (V i), h, mul_add, mul_one]

/-- The path operators, summed over all pairs of sites, give the total T-matrix. -/
theorem sum_pathOperator (V : ι → R) (G T : R)
    (hT : T = ∑ i, V i + (∑ i, V i) * G * T)
    (hT' : T = ∑ i, V i + T * G * ∑ i, V i) :
    ∑ i, ∑ j, pathOperator V G T i j = T := by
  simp only [sum_first_site V G T hT']
  rw [← Finset.sum_mul, mul_add, mul_one, ← mul_assoc]
  exact hT.symm

/-- Equation of motion: a path ending at site `i` is a single scattering there, or a path ending
at another site followed by propagation to `i` and scattering by `t_i`. -/
theorem equation_of_motion (V t : ι → R) (G T : R)
    (hT : T = ∑ i, V i + (∑ i, V i) * G * T)
    (hu : ∀ i, IsUnit (1 - V i * G)) (ht : ∀ i, t i = V i + V i * G * t i) (i j : ι) :
    pathOperator V G T i j = (if i = j then t i else 0)
      + t i * G * ∑ k ∈ univ.erase i, pathOperator V G T k j := by
  have he : ∑ k ∈ univ.erase i, pathOperator V G T k j
      = (1 + T * G) * V j - pathOperator V G T i j := by
    rw [Finset.sum_erase_eq_sub (Finset.mem_univ i), sum_last_site V G T hT j]
  have hi : t i * G * V i = t i - V i :=
    eq_sub_of_add_eq' (single_site_transposed (V i) G (t i) (hu i) (ht i)).symm
  rw [he]
  unfold pathOperator
  -- the bare potential at site i is traded for the single-site t-matrix through hi
  by_cases h : i = j
  · rw [← h]
    simp only [if_true]
    linear_combination (norm := noncomm_ring) hi + hi * (G + G * T * G) * V i
  · simp only [if_neg h]
    linear_combination (norm := noncomm_ring) hi * (G + G * T * G) * V j

/-- Mirrored equation of motion: a path starting at site `j` is a single scattering there, or
scattering by `t_j` followed by propagation to another site, where a further path starts. -/
theorem equation_of_motion_right (V t : ι → R) (G T : R)
    (hT' : T = ∑ i, V i + T * G * ∑ i, V i)
    (ht : ∀ i, t i = V i + V i * G * t i) (i j : ι) :
    pathOperator V G T i j = (if i = j then t i else 0)
      + (∑ k ∈ univ.erase j, pathOperator V G T i k) * G * t j := by
  have he : ∑ k ∈ univ.erase j, pathOperator V G T i k
      = V i * (1 + G * T) - pathOperator V G T i j := by
    rw [Finset.sum_erase_eq_sub (Finset.mem_univ j), sum_first_site V G T hT' i]
  have hj : V j * G * t j = t j - V j := eq_sub_of_add_eq' (ht j).symm
  rw [he]
  unfold pathOperator
  by_cases h : i = j
  · rw [h]
    simp only [if_true]
    linear_combination (norm := noncomm_ring) hj + V j * (G + G * T * G) * hj
  · simp only [if_neg h]
    linear_combination (norm := noncomm_ring) V i * (G + G * T * G) * hj

/-- First and last collisions separated: single scattering if the sites coincide, direct double
scattering `t_i G t_j` if they differ, plus all paths with further collisions in between. -/
theorem first_last_collision (V t : ι → R) (G T : R)
    (hT : T = ∑ i, V i + (∑ i, V i) * G * T)
    (hT' : T = ∑ i, V i + T * G * ∑ i, V i)
    (hu : ∀ i, IsUnit (1 - V i * G)) (ht : ∀ i, t i = V i + V i * G * t i) (i j : ι) :
    pathOperator V G T i j = (if i = j then t i else t i * G * t j)
      + t i * G * (∑ k ∈ univ.erase i, ∑ l ∈ univ.erase j, pathOperator V G T k l)
        * G * t j := by
  -- resolve the first collision inside the sum over intermediate sites
  have h : ∑ k ∈ univ.erase i, pathOperator V G T k j = (if i = j then 0 else t j)
      + (∑ k ∈ univ.erase i, ∑ l ∈ univ.erase j, pathOperator V G T k l) * G * t j := by
    rw [Finset.sum_congr rfl (fun k _ => equation_of_motion_right V t G T hT' ht k j),
      Finset.sum_add_distrib, ← Finset.sum_mul, ← Finset.sum_mul]
    congr 1
    rw [Finset.sum_ite_eq']
    by_cases hij : i = j
    · simp [hij]
    · simp [hij, Ne.symm hij]
  rw [equation_of_motion V t G T hT hu ht i j, h]
  by_cases hij : i = j
  · simp only [if_pos hij, zero_add, mul_assoc]
  · simp only [if_neg hij, zero_add, mul_add, mul_assoc]

/-- Unit potentials on the two sites of a two-site model. -/
def siteV : Fin 2 → Matrix (Fin 2) (Fin 2) ℚ := ![!![1, 0; 0, 0], !![0, 0; 0, 1]]

/-- A propagator with on-site element `1/2` and inter-site element `1/4`. -/
def siteG : Matrix (Fin 2) (Fin 2) ℚ := !![1/2, 1/4; 1/4, 1/2]

/-- The total T-matrix of the two-site model. -/
def siteT : Matrix (Fin 2) (Fin 2) ℚ := !![8/3, 4/3; 4/3, 8/3]

/-- The two-site model, with single-site t-matrices `2 V_i`, satisfies both equations for the
total T-matrix, the invertibility conditions and the single-site equations. -/
theorem two_site_witness :
    siteT = ∑ i, siteV i + (∑ i, siteV i) * siteG * siteT ∧
    siteT = ∑ i, siteV i + siteT * siteG * ∑ i, siteV i ∧
    (∀ i, IsUnit (1 - siteV i * siteG)) ∧
    (∀ i, (2 : ℚ) • siteV i = siteV i + siteV i * siteG * ((2 : ℚ) • siteV i)) := by
  refine ⟨?_, ?_, ?_, ?_⟩
  · ext a b
    fin_cases a <;> fin_cases b <;>
      norm_num [siteV, siteG, siteT, Matrix.mul_apply, Fin.sum_univ_two]
  · ext a b
    fin_cases a <;> fin_cases b <;>
      norm_num [siteV, siteG, siteT, Matrix.mul_apply, Fin.sum_univ_two]
  · intro i
    rw [Matrix.isUnit_iff_isUnit_det, isUnit_iff_ne_zero, Matrix.det_fin_two]
    fin_cases i <;> norm_num [siteV, siteG, Matrix.mul_apply, Fin.sum_univ_two]
  · intro i
    ext a b
    fin_cases i <;> fin_cases a <;> fin_cases b <;>
      norm_num [siteV, siteG, Matrix.mul_apply, Fin.sum_univ_two]

end ScatteringPathOperator
```

```lean
#print axioms ScatteringPathOperator.sum_pathOperator
#print axioms ScatteringPathOperator.first_last_collision
```

```
'ScatteringPathOperator.sum_pathOperator' depends on axioms: [propext, Classical.choice, Quot.sound]
'ScatteringPathOperator.first_last_collision' depends on axioms: [propext, Classical.choice, Quot.sound]
```

**What the theorems say.** `R` is an arbitrary ring, not assumed commutative, whose elements stand for operators; `ι` is the finite set of sites. `V` and `t` assign a ring element to each site, while `G` and `T` are single elements. The definition `pathOperator V G T i j` is the explicit τ_ij above, so the equation of motion is a theorem about it and not its definition. The first index is the site of the last collision, since operators act from right to left. The sum ∑_{k≠i} is written over `univ.erase i`; with a single site it is empty, and τ reduces to t.

The hypotheses `hT` and `hT'` are the two equations for T, and `ht` is the single-site equation. Neither T nor the t_i are constructed: their existence is assumed. The condition `hu` says that each 1 − V_i G is a unit. For finite matrices, this means that ψ = V_i G ψ has only the zero solution, so the isolated site i has no bound state at the chosen energy when G is the resolvent of the free Hamiltonian there. In that finite case `hu` already follows from `ht`, which gives (1 − V_i G)(1 + t_i G) = 1, and a one-sided inverse of a square matrix is two-sided. In a general ring, including bounded operators on an infinite-dimensional space, `hu` is a separate assumption.

`sum_pathOperator` assumes both equations for T but involves no t-matrices. `equation_of_motion` assumes `hT`, `hu` and `ht`; `equation_of_motion_right` assumes only `hT'` and `ht`; `first_last_collision` uses all four.

Matrices in a finite basis and bounded operators on a Hilbert space are both covered. Unbounded potentials, the limit onto the real energy axis, infinite crystals and the partial-wave expansion of muffin-tin scatterers are not. Non-overlap of the potentials is never used at this operator level.

**How the proof runs.** `single_site_transposed` is the cancellation argument: `hu.mul_left_cancel` reduces the claim to equality after multiplication by 1 − V_i G, and the `calc` block checks that equality. `sum_last_site` and `sum_first_site` first simplify V W to T G and W V to G T, then sum the definition term by term. `sum_pathOperator` adds the remaining index and recognises the right-hand side of `hT`.

In `equation_of_motion`, `he` expresses the sum without site i as the full sum minus one term, and `hi` is t_i G V_i = t_i − V_i. The proof then splits into i = j and i ≠ j. In each case `linear_combination` states which multiples of `hi` close the gap, and `noncomm_ring` checks the remaining identity without exchanging factors. The mirrored theorem does the same with `hj`, multiplied from the left. `first_last_collision` substitutes one equation of motion into the other and sorts out the Kronecker delta under the restricted sum.

`two_site_witness` checks over the rationals that the two-site example satisfies all the hypotheses: the equations entry by entry, and the invertibility conditions through determinants. The matrices `siteV`, `siteG` and `siteT` hold the potentials, propagator and T used above, and the t-matrices are `(2 : ℚ) • siteV i`.

**In a KKR-type calculation.** For independent electrons in a fixed effective potential made of non-overlapping muffin-tin spheres on a finite cluster, the equation of motion becomes a block linear system for on-shell matrix elements once each site is given a truncated angular-momentum basis. With G_ik the propagator block between sites i and k, the code solves

∑_k A_ik τ_kj = δ_ij t_i, where A_ii = 1 and A_ik = −t_i G_ik for k ≠ i

If the t_i are invertible in that basis, multiplying row i by t_i⁻¹ turns this into the inversion of a matrix with t_i⁻¹ on the diagonal and −G_ik off it. The solve returns a unique answer when A is nonsingular, a condition on the whole cluster that is separate from `hu`.

The second equation for T need not be a separate assumption in practice: if 1 − V G is invertible, `single_site_transposed` applied to the total potential derives it from the first.
